# Two exchange-coupled spins in a staggered field: ⟨S²⟩ = 1 − J/√(J² + 4b²) in the lower S_z = 0 state

Two spins one-half with exchange J and a staggered field b,

H = J S₁·S₂ + b(S₁z − S₂z),

have energies −J/4 ± √(J²/4 + b²) among the states with total S_z = 0. If J and b are not both zero, the lower of these states has ⟨S²⟩ = 1 − J/√(J² + 4b²). For J > 0 this value starts as 2b²/J² at weak field and approaches one at strong field.

Since S² is 0 in the singlet and 2 in the triplet, ⟨S²⟩ is twice the triplet weight, and the value one means equal weights. Such mixing occurs for two electrons in a double quantum dot with different local fields, here reduced to two localised spins with fixed J. The reduction from the electrons' orbital motion to this H is assumed. What fails when a hypothesis is relaxed is argued below in words, without separate theorems.

## Real couplings J and b

Both are energies, with ħ = 1. Positive J favours the singlet, and b is half the difference of the two Zeeman energies. Real values make H Hermitian; a nonzero imaginary b would not.

In Lean the couplings have type `ℝ`. Index 0 of `Fin 2` is ↑ and index 1 is ↓. The matrices `sx`, `sy`, `sz` are spin matrices, half the Pauli matrices, and Kronecker products place them on the sites. The Hamiltonian, S² and the total S_z act on the full four-dimensional space.

```lean
import Mathlib

open Matrix Filter Topology
open scoped Kronecker ComplexConjugate

namespace StaggeredFieldMixing

noncomputable section

/-- The spin one-half matrix for the x component, in units of ħ. -/
def sx : Matrix (Fin 2) (Fin 2) ℂ := !![0, 1/2; 1/2, 0]

/-- The spin one-half matrix for the y component, in units of ħ. -/
def sy : Matrix (Fin 2) (Fin 2) ℂ := !![0, -Complex.I/2; Complex.I/2, 0]

/-- The spin one-half matrix for the z component, in units of ħ. -/
def sz : Matrix (Fin 2) (Fin 2) ℂ := !![1/2, 0; 0, -1/2]

/-- A one-spin operator acting on the first spin of the pair. -/
def site1 (A : Matrix (Fin 2) (Fin 2) ℂ) : Matrix (Fin 2 × Fin 2) (Fin 2 × Fin 2) ℂ := A ⊗ₖ 1

/-- A one-spin operator acting on the second spin of the pair. -/
def site2 (A : Matrix (Fin 2) (Fin 2) ℂ) : Matrix (Fin 2 × Fin 2) (Fin 2 × Fin 2) ℂ := 1 ⊗ₖ A

/-- The exchange operator S₁·S₂. -/
def exchange : Matrix (Fin 2 × Fin 2) (Fin 2 × Fin 2) ℂ :=
  site1 sx * site2 sx + site1 sy * site2 sy + site1 sz * site2 sz

/-- The z component of the total spin. -/
def totalSz : Matrix (Fin 2 × Fin 2) (Fin 2 × Fin 2) ℂ := site1 sz + site2 sz

/-- The square S² of the total spin. -/
def totalSpinSq : Matrix (Fin 2 × Fin 2) (Fin 2 × Fin 2) ℂ :=
  (site1 sx + site2 sx) ^ 2 + (site1 sy + site2 sy) ^ 2 + (site1 sz + site2 sz) ^ 2

/-- Exchange coupling J together with a staggered field b along z. -/
def hamiltonian (J b : ℝ) : Matrix (Fin 2 × Fin 2) (Fin 2 × Fin 2) ℂ :=
  (J : ℂ) • exchange + (b : ℂ) • (site1 sz - site2 sz)

/-- The state u|↑↓⟩ + v|↓↑⟩. -/
def pairState (u v : ℂ) : Fin 2 × Fin 2 → ℂ := fun p => !![0, u; v, 0] p.1 p.2
```

Each spin component squares to 1/4, and operators on different sites commute. Hence, summing over a = x, y, z,

S² = Σₐ (S₁ₐ + S₂ₐ)² = Σₐ (1/2 + 2S₁ₐS₂ₐ) = 3/2 + 2 S₁·S₂.

In `totalSpinSq_eq`, `key` is this expansion for one component, and `hx`, `hy`, `hz` supply the squares.

```lean
/-- An operator on the first spin times one on the second is their tensor product. -/
theorem site_mul (A B : Matrix (Fin 2) (Fin 2) ℂ) : site1 A * site2 B = A ⊗ₖ B := by
  simp only [site1, site2, ← Matrix.mul_kronecker_mul, one_mul, mul_one]

/-- For two spins one-half, S² = 3/2 + 2 S₁·S₂. -/
theorem totalSpinSq_eq : totalSpinSq = (3/2 : ℂ) • 1 + (2 : ℂ) • exchange := by
  -- each spin component squares to 1/4, and the two sites commute
  have key : ∀ A : Matrix (Fin 2) (Fin 2) ℂ, A * A = (1/4 : ℂ) • 1 →
      (site1 A + site2 A) ^ 2 = (1/2 : ℂ) • 1 + (2 : ℂ) • (site1 A * site2 A) := by
    intro A h
    have h1 : site1 A * site1 A = (1/4 : ℂ) • 1 := by
      rw [site1, ← Matrix.mul_kronecker_mul, h, one_mul, Matrix.smul_kronecker,
        Matrix.one_kronecker_one]
    have h2 : site2 A * site2 A = (1/4 : ℂ) • 1 := by
      rw [site2, ← Matrix.mul_kronecker_mul, h, one_mul, Matrix.kronecker_smul,
        Matrix.one_kronecker_one]
    have h3 : site2 A * site1 A = site1 A * site2 A := by
      simp only [site1, site2, ← Matrix.mul_kronecker_mul, one_mul, mul_one]
    rw [pow_two, add_mul, mul_add, mul_add, h1, h2, h3]
    module
  have hx : sx * sx = (1/4 : ℂ) • 1 := by
    ext i j
    fin_cases i <;> fin_cases j <;> norm_num [sx, Matrix.mul_apply, Fin.sum_univ_two]
  have hy : sy * sy = (1/4 : ℂ) • 1 := by
    ext i j
    fin_cases i <;> fin_cases j <;> simp [sy, Matrix.mul_apply, Fin.sum_univ_two] <;>
      linear_combination (-1/4 : ℂ) * Complex.I_sq
  have hz : sz * sz = (1/4 : ℂ) • 1 := by
    ext i j
    fin_cases i <;> fin_cases j <;> norm_num [sz, Matrix.mul_apply, Fin.sum_univ_two]
  rw [totalSpinSq, key sx hx, key sy hy, key sz hz, exchange]
  module
```

## Zero total spin projection

The condition `totalSz *ᵥ ψ = 0` says that the spins are antiparallel along z. Total S_z is +1 on |↑↑⟩, −1 on |↓↓⟩ and 0 on the other two basis states, so

ψ = u|↑↓⟩ + v|↓↑⟩

with complex amplitudes u and v. The proof reads off the two vanishing components.

```lean
/-- The states with zero total spin projection are the combinations of |↑↓⟩ and |↓↑⟩. -/
theorem totalSz_eq_zero_iff (ψ : Fin 2 × Fin 2 → ℂ) :
    totalSz *ᵥ ψ = 0 ↔ ∃ u v, ψ = pairState u v := by
  constructor
  · intro h
    have h0 := congrFun h (0, 0)
    have h1 := congrFun h (1, 1)
    norm_num [totalSz, site1, site2, sz, Matrix.mulVec, dotProduct, Fintype.sum_prod_type,
      Fin.sum_univ_two, Matrix.one_apply] at h0 h1
    refine ⟨ψ (0, 1), ψ (1, 0), ?_⟩
    ext ⟨i, j⟩
    fin_cases i <;> fin_cases j <;> simp [pairState, h0, h1]
  · rintro ⟨u, v, rfl⟩
    ext ⟨i, j⟩
    fin_cases i <;> fin_cases j <;>
      norm_num [totalSz, site1, site2, sz, Matrix.mulVec, dotProduct, Fintype.sum_prod_type,
        Fin.sum_univ_two, Matrix.one_apply, pairState]
```

On these states the x and y terms of S₁·S₂ each flip both spins with amplitude 1/4, and the z term gives −1/4:

S₁·S₂|↑↓⟩ = −¼|↑↓⟩ + ½|↓↑⟩,

S₁·S₂|↓↑⟩ = ½|↑↓⟩ − ¼|↓↑⟩.

```lean
/-- Exchange keeps the pair antiparallel along z: it flips both spins with amplitude 1/2 and
contributes -1/4 on the diagonal. -/
theorem exchange_pairState (u v : ℂ) :
    exchange *ᵥ pairState u v = pairState (-u/4 + v/2) (u/2 - v/4) := by
  rw [exchange, site_mul, site_mul, site_mul]
  ext ⟨i, j⟩
  fin_cases i <;> fin_cases j <;>
    simp [Matrix.mulVec, dotProduct, Fintype.sum_prod_type, Fin.sum_univ_two, sx, sy, sz,
      pairState]
  · linear_combination (-v/4) * Complex.I_sq
  · linear_combination (-u/4) * Complex.I_sq
```

The staggered term multiplies |↑↓⟩ by b and |↓↑⟩ by −b. The equation Hψ = Eψ therefore becomes

(−J/4 + b)u + (J/2)v = Eu,

(J/2)u + (−J/4 − b)v = Ev.

`eigen_iff` states this equivalence, comparing components after `hH` and `hE` have written both sides as pair states.

```lean
/-- On u|↑↓⟩ + v|↓↑⟩ the eigenvalue equation of the Hamiltonian is a pair of linear
equations for the two amplitudes. -/
theorem eigen_iff (J b : ℝ) (E u v : ℂ) :
    hamiltonian J b *ᵥ pairState u v = E • pairState u v ↔
      (-(J : ℂ)/4 + b) * u + J/2 * v = E * u ∧ (J : ℂ)/2 * u + (-J/4 - b) * v = E * v := by
  have hst : (site1 sz - site2 sz) *ᵥ pairState u v = pairState u (-v) := by
    ext ⟨i, j⟩
    fin_cases i <;> fin_cases j <;>
      norm_num [site1, site2, sz, Matrix.mulVec, dotProduct, Fintype.sum_prod_type,
        Fin.sum_univ_two, Matrix.one_apply, pairState]
  have hH : hamiltonian J b *ᵥ pairState u v =
      pairState ((-(J : ℂ)/4 + b) * u + J/2 * v) ((J : ℂ)/2 * u + (-J/4 - b) * v) := by
    rw [hamiltonian, Matrix.add_mulVec, Matrix.smul_mulVec, Matrix.smul_mulVec,
      exchange_pairState, hst]
    ext ⟨i, j⟩
    fin_cases i <;> fin_cases j <;> simp [pairState] <;> ring
  have hE : E • pairState u v = pairState (E * u) (E * v) := by
    ext ⟨i, j⟩
    fin_cases i <;> fin_cases j <;> simp [pairState]
  rw [hH, hE]
  constructor
  · intro h
    exact ⟨congrFun h (0, 1), congrFun h (1, 0)⟩
  · rintro ⟨h1, h2⟩
    rw [h1, h2]
```

Without the restriction to S_z = 0, the list of energies would be incomplete for b ≠ 0: |↑↑⟩ has energy J/4, which is then neither of the two values.

## A nonzero state

The zero vector solves Hψ = Eψ for every E, so an energy needs a state with `ψ ≠ 0`. Put ε = E + J/4. Eliminating either amplitude gives

(ε² − J²/4 − b²)u = 0,

(ε² − J²/4 − b²)v = 0.

As u and v are not both zero, ε = ±√(J²/4 + b²).

Conversely, for either root the amplitudes u = J/2, v = ε − b solve both equations. They vanish together only if J = 0 and ε = b, and then |↑↓⟩ is an eigenvector.

`sector_energies` states both directions. It admits complex E and finds only the two real values. In the proof `hu` and `hv` are the eliminations, `hD` uses `ψ ≠ 0`, and `by_cases` separates the exceptional eigenvector.

```lean
/-- The energies of the states with zero total spin projection are exactly
-J/4 ± √(J²/4 + b²). -/
theorem sector_energies (J b : ℝ) (E : ℂ) :
    (∃ ψ, ψ ≠ 0 ∧ totalSz *ᵥ ψ = 0 ∧ hamiltonian J b *ᵥ ψ = E • ψ) ↔
      E = ((-J/4 + √(J^2/4 + b^2) : ℝ) : ℂ) ∨ E = ((-J/4 - √(J^2/4 + b^2) : ℝ) : ℂ) := by
  have hs' : √(J^2/4 + b^2) ^ 2 = J^2/4 + b^2 := Real.sq_sqrt (by positivity)
  generalize √(J^2/4 + b^2) = r at hs' ⊢
  have hs : (r : ℂ)^2 = (J : ℂ)^2/4 + (b : ℂ)^2 := by exact_mod_cast hs'
  constructor
  · rintro ⟨ψ, hψ, hz, hH⟩
    obtain ⟨u, v, rfl⟩ := (totalSz_eq_zero_iff ψ).1 hz
    obtain ⟨h1, h2⟩ := (eigen_iff J b E u v).1 hH
    -- eliminating either amplitude leaves the secular equation
    have hu : ((E + J/4)^2 - (J : ℂ)^2/4 - (b : ℂ)^2) * u = 0 := by
      linear_combination -(b + (E + J/4)) * h1 - (J : ℂ)/2 * h2
    have hv : ((E + J/4)^2 - (J : ℂ)^2/4 - (b : ℂ)^2) * v = 0 := by
      linear_combination -(J : ℂ)/2 * h1 + (b - (E + J/4)) * h2
    have hD : (E + J/4)^2 - (J : ℂ)^2/4 - (b : ℂ)^2 = 0 := by
      by_contra hD
      apply hψ
      rw [(mul_eq_zero.1 hu).resolve_left hD, (mul_eq_zero.1 hv).resolve_left hD]
      ext ⟨i, j⟩
      fin_cases i <;> fin_cases j <;> simp [pairState]
    have hf : (E - (-J/4 + r)) * (E - (-J/4 - r)) = 0 := by
      linear_combination hD - hs
    rcases mul_eq_zero.1 hf with h | h
    · left
      push_cast
      linear_combination h
    · right
      push_cast
      linear_combination h
  · intro hE
    have hD : (E + J/4)^2 = (J : ℂ)^2/4 + (b : ℂ)^2 := by
      rcases hE with rfl | rfl <;> push_cast <;> linear_combination hs
    by_cases hc : (J : ℂ) = 0 ∧ E + J/4 = b
    · -- without exchange, |↑↓⟩ itself is the eigenvector
      refine ⟨pairState 1 0, ?_, (totalSz_eq_zero_iff _).2 ⟨1, 0, rfl⟩,
        (eigen_iff J b E 1 0).2 ⟨?_, ?_⟩⟩
      · intro h
        have h0 : (1 : ℂ) = 0 := congrFun h (0, 1)
        exact one_ne_zero h0
      · linear_combination -hc.2
      · linear_combination hc.1 / 2
    · refine ⟨pairState (J/2) (E + J/4 - b), ?_, (totalSz_eq_zero_iff _).2 ⟨_, _, rfl⟩,
        (eigen_iff J b E _ _).2 ⟨?_, ?_⟩⟩
      · intro h
        have h0 : (J : ℂ)/2 = 0 := congrFun h (0, 1)
        have h1 : E + J/4 - b = 0 := congrFun h (1, 0)
        exact hc ⟨by linear_combination 2 * h0, by linear_combination h1⟩
      · ring
      · linear_combination -hD
```

## The lower energy, unit norm, and couplings not both zero

The next theorem takes any sector state at the lower energy, `hH`, with unit norm, `hn`. Write r = √(J²/4 + b²), so that ε = −r, and X = ūv + v̄u for the interference term. The formula for S² gives

S²ψ = (u + v)(|↑↓⟩ + |↓↑⟩),

⟨S²⟩ = |u + v|² = 1 + X,

where the last step uses |u|² + |v|² = 1.

To find X, multiply the first amplitude equation by v̄ and the second by ū, and add:

b(v̄u − ūv) + J/2 = −rX.

Adding the complex conjugate removes the field term, because b is real, and leaves J = −2rX. Since 2r = √(J² + 4b²),

⟨S²⟩ = 1 − J/(2r) = 1 − J/√(J² + 4b²).

The division needs r > 0, which is what `hJb` provides through `hr`. In the proof `hS` is the action of S², `h1'` and `h2'` are the conjugate equations, and `hX` is the interference term.

```lean
/-- If J and b are not both zero, a normalised state with zero total spin projection and
energy -J/4 - √(J²/4 + b²) has ⟨S²⟩ = 1 - J/√(J² + 4b²). -/
theorem lower_state_spinSq (J b : ℝ) (hJb : J ≠ 0 ∨ b ≠ 0) (ψ : Fin 2 × Fin 2 → ℂ)
    (hz : totalSz *ᵥ ψ = 0)
    (hH : hamiltonian J b *ᵥ ψ = ((-J/4 - √(J^2/4 + b^2) : ℝ) : ℂ) • ψ)
    (hn : star ψ ⬝ᵥ ψ = 1) :
    star ψ ⬝ᵥ (totalSpinSq *ᵥ ψ) = ((1 - J / √(J^2 + 4*b^2) : ℝ) : ℂ) := by
  obtain ⟨u, v, rfl⟩ := (totalSz_eq_zero_iff ψ).1 hz
  obtain ⟨h1, h2⟩ := (eigen_iff J b _ u v).1 hH
  have hin : ∀ c d : ℂ, star (pairState u v) ⬝ᵥ pairState c d = conj u * c + conj v * d := by
    intro c d
    simp [dotProduct, Fintype.sum_prod_type, Fin.sum_univ_two, pairState]
  have hS : totalSpinSq *ᵥ pairState u v = pairState (u + v) (u + v) := by
    rw [totalSpinSq_eq, Matrix.add_mulVec, Matrix.smul_mulVec, Matrix.smul_mulVec,
      Matrix.one_mulVec, exchange_pairState]
    ext ⟨i, j⟩
    fin_cases i <;> fin_cases j <;> simp [pairState] <;> ring
  have hR : √(J^2 + 4*b^2) = 2 * √(J^2/4 + b^2) := by
    rw [show J^2 + 4*b^2 = 2^2 * (J^2/4 + b^2) by ring, Real.sqrt_mul (by norm_num),
      Real.sqrt_sq (by norm_num)]
  have hr : 0 < √(J^2/4 + b^2) := by
    apply Real.sqrt_pos.2
    rcases hJb with h | h <;> positivity
  rw [hin] at hn
  rw [hS, hin, hR]
  clear hH hR
  generalize √(J^2/4 + b^2) = r at h1 h2 hr ⊢
  have hrc : (r : ℂ) ≠ 0 := by exact_mod_cast hr.ne'
  have h1' := congrArg (starRingEnd ℂ) h1
  have h2' := congrArg (starRingEnd ℂ) h2
  simp only [map_add, map_sub, map_mul, map_div₀, map_neg, Complex.conj_ofReal,
    map_ofNat] at h1' h2'
  push_cast at h1 h2 h1' h2' ⊢
  -- the eigenvalue equations fix the interference of the two amplitudes
  have hX : conj u * v + conj v * u = -(J : ℂ) / (2 * r) := by
    rw [eq_div_iff (mul_ne_zero two_ne_zero hrc)]
    linear_combination conj v * h1 + v * h1' + conj u * h2 + u * h2' - (J : ℂ) * hn
  linear_combination hn + hX
```

The hypothesis S_z = 0 gives ψ its two-amplitude form, but the result would hold without it. If b ≠ 0 or J > 0, the lower energy differs from the energy J/4 of |↑↑⟩ and |↓↓⟩, so ψ has no such components. If b = 0 and J < 0, every state at the lower energy is a triplet, and the formula gives 2. The other hypotheses are needed:

- At the upper energy, r changes sign in the derivation and the value becomes 1 + J/√(J² + 4b²).
- Without unit norm, the left side is the stated value times ⟨ψ|ψ⟩.
- If J = b = 0, then H = 0 and the singlet, with ⟨S²⟩ = 0, is as good a lower state as the S_z = 0 triplet, with ⟨S²⟩ = 2. Lean's convention J/0 = 0 would make the formula read one.

The case J = 0, b > 0 is a simple check: the lower state is |↓↑⟩, half singlet and half triplet, and the formula gives one.

## Antiferromagnetic exchange, J > 0

Positive J makes the lower state a pure singlet at b = 0, so that the mixing starts from zero. With R = √(J² + 4b²) and b ≠ 0,

(1 − J/R)/b² = (R² − J²)/(b²R(R + J)) = 4/(R(R + J)).

As b → 0, R → J and the quotient tends to 2/J². The proof takes this limit by continuity of the last expression, then transfers it to the original quotient, which agrees with it for b ≠ 0. The filter `𝓝[≠] 0` expresses that b approaches zero without equalling it.

```lean
/-- For J > 0 the value 1 - J/√(J² + 4b²) starts at second order in the staggered field:
divided by b² it tends to 2/J² as b tends to zero. -/
theorem mixing_second_order (J : ℝ) (hJ : 0 < J) :
    Tendsto (fun b : ℝ => (1 - J / √(J^2 + 4*b^2)) / b^2) (𝓝[≠] 0) (𝓝 (2 / J^2)) := by
  have hcont : ContinuousAt
      (fun b : ℝ => 4 / (√(J^2 + 4*b^2) * (√(J^2 + 4*b^2) + J))) 0 := by
    fun_prop (disch := positivity)
  have h0 : 4 / (√(J^2 + 4*(0:ℝ)^2) * (√(J^2 + 4*(0:ℝ)^2) + J)) = 2 / J^2 := by
    rw [show J^2 + 4*(0:ℝ)^2 = J^2 by ring, Real.sqrt_sq hJ.le,
      div_eq_div_iff (by positivity) (by positivity)]
    ring
  have ht : Tendsto (fun b : ℝ => 4 / (√(J^2 + 4*b^2) * (√(J^2 + 4*b^2) + J)))
      (𝓝 0) (𝓝 (2 / J^2)) := by
    rw [← h0]
    exact hcont
  refine (ht.mono_left nhdsWithin_le_nhds).congr' ?_
  filter_upwards [self_mem_nhdsWithin] with b hb
  have hb0 : b ≠ 0 := hb
  have hR : 0 < √(J^2 + 4*b^2) := by positivity
  have hs : √(J^2 + 4*b^2) ^ 2 = J^2 + 4*b^2 := Real.sq_sqrt (by positivity)
  generalize √(J^2 + 4*b^2) = R at hR hs ⊢
  have hJR : J / R * R = J := div_mul_cancel₀ J hR.ne'
  rw [div_eq_div_iff (by positivity) (by positivity)]
  linear_combination (R + J) * hJR - hs
```

For J ≤ 0 this limit fails: the value tends to 1 if J = 0 and to 2 if J < 0, so the quotient diverges.

At strong field, J/R is positive, which keeps the value below one, and R ≥ b sends J/R to zero as b → ∞. These are the two parts of `mixing_saturates`. Only the bound needs J > 0: the value equals one for J = 0, b ≠ 0 and exceeds one for J < 0, while the limit is one for every real J.

```lean
/-- For J > 0 the value 1 - J/√(J² + 4b²) stays below one at every staggered field and
tends to one as b grows without bound. -/
theorem mixing_saturates (J : ℝ) (hJ : 0 < J) :
    (∀ b : ℝ, 1 - J / √(J^2 + 4*b^2) < 1) ∧
      Tendsto (fun b : ℝ => 1 - J / √(J^2 + 4*b^2)) atTop (𝓝 1) := by
  constructor
  · intro b
    have h : 0 < J / √(J^2 + 4*b^2) := by positivity
    linarith
  · -- the square root is at least b, so it diverges
    have hR : Tendsto (fun b : ℝ => √(J^2 + 4*b^2)) atTop atTop :=
      tendsto_atTop_mono
        (fun b => (le_abs_self b).trans (Real.abs_le_sqrt (by nlinarith [sq_nonneg J, sq_nonneg b])))
        tendsto_id
    have h := (hR.const_div_atTop J).const_sub 1
    rwa [sub_zero] at h

end

end StaggeredFieldMixing
```

```lean
#print axioms StaggeredFieldMixing.exchange_pairState
#print axioms StaggeredFieldMixing.lower_state_spinSq
#print axioms StaggeredFieldMixing.mixing_second_order
#print axioms StaggeredFieldMixing.mixing_saturates
```

```
'StaggeredFieldMixing.exchange_pairState' depends on axioms: [propext, Classical.choice, Quot.sound]
'StaggeredFieldMixing.lower_state_spinSq' depends on axioms: [propext, Classical.choice, Quot.sound]
'StaggeredFieldMixing.mixing_second_order' depends on axioms: [propext, Classical.choice, Quot.sound]
'StaggeredFieldMixing.mixing_saturates' depends on axioms: [propext, Classical.choice, Quot.sound]
```
